# The Reciprocal Flux Law for Two Bottlenecks Separated by a Statistical Well

The reactive flux is defined here as an infinite sum over reflections, so the reciprocal law is a theorem about that sum and not its definition. The sum rests on a statistical postulate: a trajectory in the well meets the two dividing surfaces in turn, and at each encounter with surface $i$ it leaves with probability $P_i=N_i/M$, whatever its earlier history. Here $N_i$ is the one-way flux through surface $i$, and $M$ is the maximal flux, found in the well between the surfaces. We assume $0<N_1,N_2\le M$.

## Summing the reflections

Flux $N_1$ enters through surface 1. A fraction $P_2$ leaves at once through surface 2. The rest can try again only after being reflected at both surfaces, which has probability $r=(1-P_1)(1-P_2)$. Hence

$$N=N_1P_2\sum_{k\ge0}r^k .$$

Both factors of $r$ are nonnegative, and $1-r=P_1+P_2(1-P_1)>0$. Thus $0\le r<1$, the series converges to $1/(1-r)$, and $N>0$. With $N_1=MP_1$,

$$\frac1N=\frac{P_1+P_2-P_1P_2}{MP_1P_2}=\frac1{N_1}+\frac1{N_2}-\frac1M .$$

Since $1/N-1/N_1=1/N_2-1/M\ge0$, we have $N\le N_1$, with equality exactly when $N_2=M$. Exchanging the surfaces gives $N\le N_2$.

The bound needs $N_2\le M$. For $M=N_1=1$ and $N_2=2$, the "probability" $P_2$ is 2, $r=0$, and $N=2$ exceeds $N_1$.

At one fixed total energy, variational transition-state theory would take the smaller flux $m=\min(N_1,N_2)$. Within this two-bottleneck statistical model $m$ is at least $N$, by the bounds above, and less than $2N$, because $1/N<1/N_1+1/N_2\le2/m$. As $M\to\infty$ with $N_1=N_2$ fixed, $N\to N_1/2$, so the factor two is approached.

## Flux, return probability and series in Lean

```lean
import Mathlib

open Finset

namespace UnifiedStatisticalTST

noncomputable section
```

All fluxes are real numbers, taken at fixed conditions such as one total energy. Neither a potential surface nor an average over energies enters.

```lean
/-- Probability that a trajectory in a well of maximal flux `M` leaves through a dividing surface of
flux `N` at a single encounter with that surface. -/
def exitProb (M N : ℝ) : ℝ := N / M

/-- Probability that a trajectory meeting the two dividing surfaces in turn is reflected at both,
completing one round trip in the well. -/
def returnProb (M N1 N2 : ℝ) : ℝ := (1 - exitProb M N1) * (1 - exitProb M N2)
```

`exitProb M N1` is $P_1$, and `returnProb M N1 N2` is $r$.

```lean
/-- Reactive flux: the flux entering through surface 1 that leaves through surface 2,
summed over all numbers `k` of round trips in the well. -/
def reactiveFlux (M N1 N2 : ℝ) : ℝ :=
  N1 * exitProb M N2 * ∑' k : ℕ, returnProb M N1 N2 ^ k
```

The symbol `∑'` denotes the infinite sum. Lean gives it the value zero when the series is not summable, so convergence is stated separately in the main theorem.

```lean
/-- The round-trip return probability is nonnegative and strictly less than one. -/
theorem returnProb_bounds {M N1 N2 : ℝ} (h1 : 0 < N1) (h1M : N1 ≤ M)
    (h2 : 0 < N2) (h2M : N2 ≤ M) :
    0 ≤ returnProb M N1 N2 ∧ returnProb M N1 N2 < 1 := by
  have hM : 0 < M := h1.trans_le h1M
  have a0 : 0 < exitProb M N1 := div_pos h1 hM
  have b0 : 0 < exitProb M N2 := div_pos h2 hM
  have a1 : 0 ≤ 1 - exitProb M N1 := sub_nonneg.2 ((div_le_one hM).2 h1M)
  have b1 : 0 ≤ 1 - exitProb M N2 := sub_nonneg.2 ((div_le_one hM).2 h2M)
  refine ⟨mul_nonneg a1 b1, ?_⟩
  unfold returnProb
  nlinarith [mul_nonneg b0.le a1]
```

The last step supplies $P_2(1-P_1)\ge0$, the term used above to show $1-r>0$.

## The reciprocal law and the variational bound

```lean
/-- The reactive flux is positive, and its reciprocal is the sum of the reciprocal
fluxes of the two surfaces minus the reciprocal flux of the well. -/
theorem reactiveFlux_reciprocal {M N1 N2 : ℝ} (h1 : 0 < N1) (h1M : N1 ≤ M)
    (h2 : 0 < N2) (h2M : N2 ≤ M) :
    0 < reactiveFlux M N1 N2 ∧
      1 / reactiveFlux M N1 N2 = 1 / N1 + 1 / N2 - 1 / M := by
  have hM : 0 < M := h1.trans_le h1M
  obtain ⟨r0, r1⟩ := returnProb_bounds h1 h1M h2 h2M
  unfold reactiveFlux
  -- sum the geometric series of reflections
  rw [tsum_geometric_of_lt_one r0 r1]
  constructor
  · exact mul_pos (mul_pos h1 (div_pos h2 hM)) (inv_pos.2 (by linarith))
  · rw [one_div, mul_inv, inv_inv]
    unfold returnProb exitProb
    have n1 := h1.ne'
    have n2 := h2.ne'
    have n3 := hM.ne'
    field_simp
    ring
```

The geometric series is replaced by $(1-r)^{-1}$. Positivity follows factor by factor; `field_simp` and `ring` then carry out the algebra for $1/N$.

```lean
/-- Unified statistical theory for two bottlenecks: the reflection series converges,
the reciprocal fluxes combine as `1/N = 1/N1 + 1/N2 - 1/M`, the reactive flux is at most
the smaller bottleneck flux, and it equals `N1` exactly when `N2 = M`. -/
theorem unified_statistical_flux {M N1 N2 : ℝ} (h1 : 0 < N1) (h1M : N1 ≤ M)
    (h2 : 0 < N2) (h2M : N2 ≤ M) :
    Summable (fun k : ℕ => returnProb M N1 N2 ^ k) ∧
      1 / reactiveFlux M N1 N2 = 1 / N1 + 1 / N2 - 1 / M ∧
      reactiveFlux M N1 N2 ≤ min N1 N2 ∧
      (reactiveFlux M N1 N2 = N1 ↔ N2 = M) := by
  obtain ⟨r0, r1⟩ := returnProb_bounds h1 h1M h2 h2M
  obtain ⟨_, key⟩ := reactiveFlux_reciprocal h1 h1M h2 h2M
  have i1 : 1 / M ≤ 1 / N1 := one_div_le_one_div_of_le h1 h1M
  have i2 : 1 / M ≤ 1 / N2 := one_div_le_one_div_of_le h2 h2M
  refine ⟨summable_geometric_of_lt_one r0 r1, key, le_min ?_ ?_, ?_, ?_⟩
  · exact le_of_one_div_le_one_div h1 (by linarith)
  · exact le_of_one_div_le_one_div h2 (by linarith)
  · intro h
    rw [h] at key
    have e : 1 / N2 = 1 / M := by linarith
    simpa using e
  · intro h
    have e : 1 / reactiveFlux M N1 N2 = 1 / N1 := by
      rw [key, h]
      ring
    simpa using e
```

The four conjuncts are convergence, the reciprocal law, the bound by both fluxes, and the equality case. The hypotheses require only that $M$ be at least as large as each $N_i$; that it is the maximum over all surfaces in the well is its physical interpretation. The proof compares reciprocals, as in the derivation, and inverts the comparison at the end.

## Direction, truncation and the factor of two

```lean
/-- The reactive flux is the same in the forward and the backward direction. -/
theorem reactiveFlux_comm (M N1 N2 : ℝ) :
    reactiveFlux M N1 N2 = reactiveFlux M N2 N1 := by
  have h : returnProb M N1 N2 = returnProb M N2 N1 := mul_comm _ _
  unfold reactiveFlux
  rw [h]
  unfold exitProb
  ring
```

The prefactor $N_1N_2/M$ and the return probability are both symmetric, so the forward and backward fluxes agree.

```lean
/-- Counting only trajectories with fewer than `n` round trips misses exactly the fraction
`returnProb ^ n` of the reactive flux. -/
theorem truncation_error {M N1 N2 : ℝ} (h1 : 0 < N1) (h1M : N1 ≤ M)
    (h2 : 0 < N2) (h2M : N2 ≤ M) (n : ℕ) :
    reactiveFlux M N1 N2
        - N1 * exitProb M N2 * ∑ k ∈ range n, returnProb M N1 N2 ^ k
      = returnProb M N1 N2 ^ n * reactiveFlux M N1 N2 := by
  obtain ⟨r0, r1⟩ := returnProb_bounds h1 h1M h2 h2M
  unfold reactiveFlux
  rw [tsum_geometric_of_lt_one r0 r1]
  have hc : (1 - returnProb M N1 N2) * (1 - returnProb M N1 N2)⁻¹ = 1 :=
    mul_inv_cancel₀ (by linarith)
  have g := mul_neg_geom_sum (returnProb M N1 N2) n
  linear_combination
    (-(N1 * exitProb M N2 * (1 - returnProb M N1 N2)⁻¹)) * g
      + (N1 * exitProb M N2 * ∑ k ∈ range n, returnProb M N1 N2 ^ k) * hc
```

Keeping the terms $k<n$ gives $\sum_{k<n}r^k=(1-r^n)/(1-r)$, so the truncated flux falls short of $N$ by $r^nN$. The proof combines the finite geometric identity `g` with the cancellation `hc`.

```lean
/-- The smaller of the two bottleneck fluxes is less than twice the reactive flux. -/
theorem min_lt_two_mul_reactiveFlux {M N1 N2 : ℝ} (h1 : 0 < N1) (h1M : N1 ≤ M)
    (h2 : 0 < N2) (h2M : N2 ≤ M) :
    min N1 N2 < 2 * reactiveFlux M N1 N2 := by
  obtain ⟨hN, key⟩ := reactiveFlux_reciprocal h1 h1M h2 h2M
  have hm : 0 < min N1 N2 := lt_min h1 h2
  have i1 := one_div_le_one_div_of_le hm (min_le_left N1 N2)
  have i2 := one_div_le_one_div_of_le hm (min_le_right N1 N2)
  have i3 : 0 < 1 / M := one_div_pos.2 (h1.trans_le h1M)
  have e : 2 / min N1 N2 = 1 / min N1 N2 + 1 / min N1 N2 := by ring
  have h : 1 / reactiveFlux M N1 N2 < 2 / min N1 N2 := by linarith
  rw [div_lt_iff₀ hN, div_mul_eq_mul_div, lt_div_iff₀ hm] at h
  linarith
```

This is the estimate $1/N<2/m$ with its denominators cleared.

## Chains of bottlenecks

Number the surfaces $0,\dots,n$ and let well $i$, of maximal flux $M_i$, lie between surfaces $i$ and $i+1$. Set $F_0=N_0$, and obtain $F_{n+1}$ by applying the two-surface rule to $F_n$ and $N_{n+1}$ with well flux $M_n$.

```lean
/-- Reactive flux through surfaces `0, ..., n`, where well `i` of maximal flux `M i` lies
between surfaces `i` and `i + 1`; surfaces are added one at a time by the two-surface rule. -/
def chainFlux (M N : ℕ → ℝ) : ℕ → ℝ
  | 0 => N 0
  | n + 1 => reactiveFlux (M n) (chainFlux M N n) (N (n + 1))
```

The chain flux is thus defined by composition: everything up to surface $n$ acts as a single bottleneck of flux $F_n$. It is not defined as a sum over all paths through several wells.

The two-surface law gives

$$\frac1{F_{n+1}}=\frac1{F_n}+\frac1{N_{n+1}}-\frac1{M_n},$$

and by induction

$$\frac1{F_n}=\sum_{i=0}^{n}\frac1{N_i}-\sum_{i=0}^{n-1}\frac1{M_i}.$$

Each step requires $F_n\le M_n$, which follows from $F_n\le N_n\le M_n$.

```lean
/-- For a chain of bottlenecks separated by wells, the reactive flux is positive, is at most
the flux of every bottleneck, and its reciprocal is the sum of the reciprocal bottleneck
fluxes minus the sum of the reciprocal well fluxes. -/
theorem chainFlux_reciprocal {M N : ℕ → ℝ} (hN : ∀ i, 0 < N i)
    (hL : ∀ i, N i ≤ M i) (hR : ∀ i, N (i + 1) ≤ M i) (n : ℕ) :
    0 < chainFlux M N n ∧ (∀ i ≤ n, chainFlux M N n ≤ N i) ∧
      1 / chainFlux M N n
        = ∑ i ∈ range (n + 1), 1 / N i - ∑ i ∈ range n, 1 / M i := by
  induction n with
  | zero =>
    refine ⟨hN 0, ?_, ?_⟩
    · intro i hi
      have h0 : i = 0 := by omega
      subst h0
      exact le_refl (N 0)
    · simp [chainFlux]
  | succ n ih =>
    obtain ⟨pos, le, eq⟩ := ih
    -- the composite bottleneck still fits into the next well
    have hM : chainFlux M N n ≤ M n := (le n le_rfl).trans (hL n)
    obtain ⟨p, key⟩ := reactiveFlux_reciprocal pos hM (hN (n + 1)) (hR n)
    obtain ⟨_, _, hmin, _⟩ := unified_statistical_flux pos hM (hN (n + 1)) (hR n)
    have step : chainFlux M N (n + 1)
        = reactiveFlux (M n) (chainFlux M N n) (N (n + 1)) := rfl
    rw [step]
    refine ⟨p, ?_, ?_⟩
    · intro i hi
      rcases Nat.lt_or_ge n i with h | h
      · have hi' : i = n + 1 := by omega
        subst hi'
        exact hmin.trans (min_le_right _ _)
      · exact (hmin.trans (min_le_left _ _)).trans (le i h)
    · have e1 : ∑ i ∈ range (n + 1 + 1), 1 / N i
          = ∑ i ∈ range (n + 1), 1 / N i + 1 / N (n + 1) := sum_range_succ _ _
      have e2 : ∑ i ∈ range (n + 1), 1 / M i
          = ∑ i ∈ range n, 1 / M i + 1 / M n := sum_range_succ _ _
      rw [key, eq, e1, e2]
      ring

end

end UnifiedStatisticalTST
```

The hypotheses `hL` and `hR` say that each well flux is at least as large as the fluxes of its left and right surfaces. The induction carries positivity, the bounds and the sum formula together, since the bound at surface $n$ supplies `hM` for the next step. For $n=0$ there is one surface and no well, and the flux is $N_0$.

```lean
#print axioms UnifiedStatisticalTST.reactiveFlux_comm
#print axioms UnifiedStatisticalTST.truncation_error
#print axioms UnifiedStatisticalTST.min_lt_two_mul_reactiveFlux
#print axioms UnifiedStatisticalTST.chainFlux_reciprocal
```

```
'UnifiedStatisticalTST.reactiveFlux_comm' depends on axioms: [propext, Classical.choice, Quot.sound]
'UnifiedStatisticalTST.truncation_error' depends on axioms: [propext, Classical.choice, Quot.sound]
'UnifiedStatisticalTST.min_lt_two_mul_reactiveFlux' depends on axioms: [propext, Classical.choice, Quot.sound]
'UnifiedStatisticalTST.chainFlux_reciprocal' depends on axioms: [propext, Classical.choice, Quot.sound]
```
